# The even permutations of a regular tetrahedron's vertices correspond one to one to the rotations in the point group T

The theorem `toRotation_bijective` says that the map `toRotation`, from the even permutations of a regular tetrahedron's four vertices to the point group T, is a bijection. The tetrahedron is centred at the origin with its vertices on alternate corners of a cube, and T consists of the real 3 × 3 matrices of determinant one that permute these vertices. The map sends an even permutation `σ` to `permMatrix σ`, the matrix that moves vertex `i` to vertex `σ i`. For injectivity, the proof notes that equal matrices move every vertex alike, and that different vertices have different coordinates. For surjectivity, it takes a matrix in T that permutes the vertices by `σ` and identifies it with `permMatrix σ`, whose determinant is the sign of `σ`. Since the determinant is one, `σ` must be even.

Lean 4 with Mathlib refuses this proof:

```lean
import Mathlib

open Matrix

namespace TetrahedralSubgroups

noncomputable section

/-- Integer coordinates of the four vertices of a regular tetrahedron, placed on alternate
corners of a cube. -/
def coord : Fin 4 → Fin 3 → ℤ :=
  ![![1, 1, 1], ![1, -1, -1], ![-1, 1, -1], ![-1, -1, 1]]

/-- The vertices of the tetrahedron as vectors in real three-dimensional space. -/
def vertex (i : Fin 4) : Fin 3 → ℝ := fun a => (coord i a : ℝ)

/-- The point group T: real matrices of determinant one that permute the vertices of the
tetrahedron. -/
def T : Subgroup (SpecialLinearGroup (Fin 3) ℝ) where
  carrier := {A | ∃ σ : Equiv.Perm (Fin 4), ∀ i, A.1 *ᵥ vertex i = vertex (σ i)}
  one_mem' := ⟨1, fun i => by simp⟩
  mul_mem' := by
    rintro A B ⟨σ, hσ⟩ ⟨τ, hτ⟩
    refine ⟨σ * τ, fun i => ?_⟩
    change (A.1 * B.1) *ᵥ vertex i = vertex (σ (τ i))
    rw [← Matrix.mulVec_mulVec, hτ, hσ]
  inv_mem' := by
    rintro A ⟨σ, hσ⟩
    refine ⟨σ⁻¹, fun i => ?_⟩
    have h := hσ (σ⁻¹ i)
    have hi : σ (σ⁻¹ i) = i := σ.apply_symm_apply i
    rw [hi] at h
    have hA : (A⁻¹).1 * A.1 = 1 := congrArg Subtype.val (inv_mul_cancel A)
    rw [← h, Matrix.mulVec_mulVec, hA, Matrix.one_mulVec]

/-- The integer matrix that realises a permutation of the vertices; its columns are midpoints
of edges of the permuted tetrahedron. -/
def permMatrixInt (σ : Equiv.Perm (Fin 4)) : Matrix (Fin 3) (Fin 3) ℤ :=
  Matrix.of fun a b => (coord (σ 0) a + coord (σ b.succ) a) / 2

/-- The same matrix with real entries. -/
def permMatrix (σ : Equiv.Perm (Fin 4)) : Matrix (Fin 3) (Fin 3) ℝ :=
  (Int.castRingHom ℝ).mapMatrix (permMatrixInt σ)

/-- The matrix of a permutation moves each vertex as the permutation prescribes. -/
theorem permMatrix_vertex (σ : Equiv.Perm (Fin 4)) (i : Fin 4) :
    permMatrix σ *ᵥ vertex i = vertex (σ i) := by
  have key : ∀ (σ : Equiv.Perm (Fin 4)) (i : Fin 4) (a : Fin 3),
      ∑ b, permMatrixInt σ a b * coord i b = coord (σ i) a := by decide +kernel
  ext a
  have h := key σ i a
  simp only [Matrix.mulVec, dotProduct, vertex, permMatrix, RingHom.mapMatrix_apply,
    Matrix.map_apply, eq_intCast]
  exact_mod_cast h

/-- The determinant of the matrix of a vertex permutation is the sign of the permutation. -/
theorem permMatrix_det (σ : Equiv.Perm (Fin 4)) :
    (permMatrix σ).det = ((Equiv.Perm.sign σ : ℤ) : ℝ) := by
  have key : ∀ σ : Equiv.Perm (Fin 4),
      (permMatrixInt σ).det = (Equiv.Perm.sign σ : ℤ) := by
    intro σ
    rw [Matrix.det_fin_three]
    revert σ
    decide +kernel
  rw [permMatrix, ← RingHom.map_det, key, eq_intCast]

/-- A linear map of space is determined by where it sends the vertices of the tetrahedron. -/
theorem eq_of_vertices {A B : Matrix (Fin 3) (Fin 3) ℝ}
    (h : ∀ i, A *ᵥ vertex i = B *ᵥ vertex i) : A = B := by
  ext a b
  have h0 := congrFun (h 0) a
  have h1 := congrFun (h 1) a
  have h2 := congrFun (h 2) a
  have h3 := congrFun (h 3) a
  simp [Matrix.mulVec, dotProduct, Fin.sum_univ_three, vertex, coord] at h0 h1 h2 h3
  have e0 : A a 0 = B a 0 := by linarith
  have e1 : A a 1 = B a 1 := by linarith
  have e2 : A a 2 = B a 2 := by linarith
  fin_cases b
  exacts [e0, e1, e2]

/-- The homomorphism that sends an even permutation of the vertices to its rotation in T. -/
def toRotation : alternatingGroup (Fin 4) →* T :=
  MonoidHom.mk'
    (fun σ => ⟨⟨permMatrix σ.1, by
      rw [permMatrix_det, Equiv.Perm.mem_alternatingGroup.1 σ.2]; simp⟩,
      ⟨σ.1, permMatrix_vertex σ.1⟩⟩)
    (by
      intro σ τ
      apply Subtype.ext
      apply Subtype.ext
      apply eq_of_vertices
      intro i
      change permMatrix (σ.1 * τ.1) *ᵥ vertex i =
        (permMatrix σ.1 * permMatrix τ.1) *ᵥ vertex i
      simp only [← Matrix.mulVec_mulVec, permMatrix_vertex, Equiv.Perm.mul_apply])

/-- Even permutations of the four vertices correspond one to one to the elements of T. -/
theorem toRotation_bijective : Function.Bijective toRotation := by
  constructor
  · intro σ τ h
    have hm : permMatrix σ.1 = permMatrix τ.1 := congrArg (fun A : T => A.1.1) h
    have key : ∀ i j, coord i = coord j → i = j := by decide
    refine Subtype.ext (Equiv.ext fun i => key _ _ (funext fun a => ?_))
    have hv : vertex (σ.1 i) = vertex (τ.1 i) := by
      rw [← permMatrix_vertex σ.1 i, ← permMatrix_vertex τ.1 i, hm]
    exact Int.cast_injective (α := ℝ) (congrFun hv a)
  · rintro ⟨A, σ, hσ⟩
    have hA : A.1 = permMatrix σ :=
      eq_of_vertices fun i => (hσ i).trans (permMatrix_vertex σ i).symm
    -- determinant one forces the permutation to be even
    have hd : A.1.det = 1 := A.2
    rw [hA, permMatrix_det] at hd
    have hs : Equiv.Perm.sign σ = 1 := Units.ext (by exact_mod_cast hd)
    exact ⟨⟨σ, Equiv.Perm.mem_alternatingGroup.2 hs⟩, Subtype.ext (Subtype.ext hA.symm)⟩

end

end TetrahedralSubgroups
```

Messages:

```
Main.lean:114:53: error: mod_cast has type
  ↑(Equiv.Perm.sign σ) = 1
but is expected to have type
  Equiv.Perm.sign σ = 1
```

Fix (accepted with no message):

```diff
@@ -112,5 +112,7 @@
     have hd : A.1.det = 1 := A.2
     rw [hA, permMatrix_det] at hd
-    have hs : Equiv.Perm.sign σ = 1 := Units.ext (by exact_mod_cast hd)
+    have hz : (Equiv.Perm.sign σ : ℤ) = 1 :=
+      Int.cast_injective (α := ℝ) (hd.trans Int.cast_one.symm)
+    have hs : Equiv.Perm.sign σ = 1 := Units.ext hz
     exact ⟨⟨σ, Equiv.Perm.mem_alternatingGroup.2 hs⟩, Subtype.ext (Subtype.ext hA.symm)⟩
 
```

Diagnosis. The error is in the last step of surjectivity, where the sign of `σ` has to be shown to be 1. The sign is a unit of the integers, and `hd` says that it equals the real number 1 once cast to an integer and then to a real number. `Units.ext` asks for the equality of the underlying integers, with the coercion of the sign on the left and the coercion of the unit 1 on the right.

`exact_mod_cast` normalises the casts in `hd` and in this goal separately, and the two end up at different levels. In the goal both sides are coerced units, so the coercion is cancelled and the goal goes back to `Equiv.Perm.sign σ = 1`, an equation between units. In `hd` the cast to the reals is removed, but the right side is then the integer numeral 1, which is not rewritten as a coerced unit. So `hd` stops at `↑(Equiv.Perm.sign σ) = 1`, an equation between integers. The message reports this mismatch.

The repair states the integer equation separately as `hz`. Chaining `hd` with `Int.cast_one.symm` replaces the real 1 by the cast of the integer 1, and `Int.cast_injective` then removes the cast to the reals from both sides. `Units.ext hz` turns the result into the equation between units. No cast normalisation changes the goal first, and `hz` is accepted because the coercion of the unit 1 is by definition the integer 1.
